# On an open chain of n + 1 sites, a positive density has exactly 2ⁿ potentials with a real zero-energy orbital

A search for the potential behind the density of an excited orbital can reproduce that density exactly and still return the wrong potential. For one particle on an open chain of at least three sites, this ambiguity is present for every strictly positive density, even with the orbital energy fixed at zero.

Number the sites $0,\dots,n$, with $n\ge0$. Let $T$ be the hopping matrix, $v$ a local potential, $\rho$ the density and $\varphi$ a real orbital. The problem is to count the $v$ for which

$$(T+\operatorname{diag}v)\varphi=0,\qquad \varphi_i^2=\rho_i .$$

In Lean 4 with Mathlib:

```lean
import Mathlib

open Matrix

namespace ExcitedDensityChain

noncomputable section

variable {n : ℕ}
```

## The chain and its zero-energy orbitals

$T$ is real and symmetric, couples only neighbouring sites, and has $T_{i,i+1}\neq0$: the particle can hop across every bond. The signs of the couplings and the diagonal of $T$ are free, so $T$ need not be a pure kinetic energy.

```lean
/-- A real symmetric tridiagonal matrix on an open chain of `n + 1` sites, with every coupling
between neighbouring sites nonzero. -/
structure IsChain (T : Matrix (Fin (n + 1)) (Fin (n + 1)) ℝ) : Prop where
  symm : ∀ i j, T i j = T j i
  band : ∀ i j, i.val + 1 < j.val → T i j = 0
  coupled : ∀ i j, i.val + 1 = j.val → T i j ≠ 0
```

The Hamiltonian is $H_v=T+\operatorname{diag}v$.

```lean
/-- The one-particle Hamiltonian: the matrix `T` plus a local potential `v`. -/
def hamiltonian (T : Matrix (Fin (n + 1)) (Fin (n + 1)) ℝ) (v : Fin (n + 1) → ℝ) :
    Matrix (Fin (n + 1)) (Fin (n + 1)) ℝ := T + diagonal v
```

The set to be counted fixes the energy at zero; an orbital of energy $E$ is included by replacing $v$ with $v-E$. The density need not sum to one: dividing $\varphi$ by $\sqrt{\sum_i\rho_i}$ normalises it and leaves $v$ unchanged.

```lean
/-- The potentials for which some real zero-energy orbital has the density `ρ`. -/
def potentials (T : Matrix (Fin (n + 1)) (Fin (n + 1)) ℝ) (ρ : Fin (n + 1) → ℝ) :
    Set (Fin (n + 1) → ℝ) :=
  {v | ∃ φ : Fin (n + 1) → ℝ, (∀ i, φ i ^ 2 = ρ i) ∧ hamiltonian T v *ᵥ φ = 0}
```

`IsGround` says that $x\cdot H_vx\ge0$ for every real $x$. For a nonzero density and a potential in the set above, this makes zero the lowest eigenvalue; if it fails, the zero-energy orbital is an excited state.

```lean
/-- No real vector has a negative energy expectation in the potential `v`. -/
def IsGround (T : Matrix (Fin (n + 1)) (Fin (n + 1)) ℝ) (v : Fin (n + 1) → ℝ) : Prop :=
  ∀ x : Fin (n + 1) → ℝ, 0 ≤ x ⬝ᵥ hamiltonian T v *ᵥ x
```

## Inverting the Schrödinger equation

Where $\varphi_i\ne0$, the equation at site $i$ can be solved for the potential:

$$v_i=-\frac{(T\varphi)_i}{\varphi_i}.$$

```lean
/-- The potential obtained by solving the zero-energy Schrödinger equation for `v` at each site; it
has this meaning only when `φ` vanishes nowhere. -/
def inverted (T : Matrix (Fin (n + 1)) (Fin (n + 1)) ℝ) (φ : Fin (n + 1) → ℝ)
    (i : Fin (n + 1)) : ℝ := -(T *ᵥ φ) i / φ i
```

Since $\varphi_i=\pm\sqrt{\rho_i}$, only signs remain to be chosen. The overall sign does not affect $v$, so take $\varphi_0=+\sqrt{\rho_0}$ and let $s$ record the other $n$ signs.

```lean
/-- The orbital of density `ρ` that is nonnegative at the first site and has the sign pattern `s`
on the other sites, for nonnegative `ρ`. -/
def orbital (ρ : Fin (n + 1) → ℝ) (s : Fin n → Bool) : Fin (n + 1) → ℝ :=
  Fin.cons (α := fun _ => ℝ) (√(ρ 0))
    (fun i => if s i = true then √(ρ i.succ) else -√(ρ i.succ))
```

In components, $(H_v\varphi)_i=(T\varphi)_i+v_i\varphi_i$.

```lean
variable {T : Matrix (Fin (n + 1)) (Fin (n + 1)) ℝ} {ρ v w φ : Fin (n + 1) → ℝ}

/-- The Hamiltonian acts on an orbital as `T` plus multiplication by the potential. -/
theorem hamiltonian_apply (T : Matrix (Fin (n + 1)) (Fin (n + 1)) ℝ)
    (v φ : Fin (n + 1) → ℝ) (i : Fin (n + 1)) :
    (hamiltonian T v *ᵥ φ) i = (T *ᵥ φ) i + v i * φ i := by
  simp [hamiltonian, Matrix.add_mulVec, Matrix.mulVec_diagonal]
```

Setting this to zero and dividing by $\varphi_i$ gives the formula for $v_i$; multiplying back gives the converse. A nowhere-vanishing orbital therefore has exactly one potential.

```lean
/-- An orbital that vanishes nowhere is a zero-energy state of exactly one potential, the
inverted one. -/
theorem solves_iff (hφ : ∀ i, φ i ≠ 0) :
    hamiltonian T v *ᵥ φ = 0 ↔ v = inverted T φ := by
  constructor
  · intro h
    funext i
    have hi := congrFun h i
    rw [hamiltonian_apply, Pi.zero_apply] at hi
    rw [inverted, eq_div_iff (hφ i)]
    linarith
  · intro h
    funext i
    rw [hamiltonian_apply, h, inverted, div_mul_cancel₀ _ (hφ i), Pi.zero_apply]
    ring
```

## Different signs give different potentials

For $k<n$, row $k$ of $H_v\varphi=0$ reads

$$T_{k,k-1}\varphi_{k-1}+(T_{kk}+v_k)\varphi_k+T_{k,k+1}\varphi_{k+1}=0,$$

without the first term at $k=0$. If $\varphi_0,\dots,\varphi_k$ vanish, then $T_{k,k+1}\varphi_{k+1}=0$, and the nonzero coupling forces $\varphi_{k+1}=0$. Strong induction carries this along the chain.

```lean
/-- On a chain, a zero-energy solution that vanishes at the first site vanishes everywhere. -/
theorem eq_zero_of_edge (hT : IsChain T) (h : hamiltonian T v *ᵥ φ = 0) (h0 : φ 0 = 0) :
    φ = 0 := by
  have key : ∀ k (hk : k < n + 1), φ ⟨k, hk⟩ = 0 := by
    intro k
    induction k using Nat.strong_induction_on with
    | _ k ih =>
      intro hk
      rcases k with _ | k
      · exact h0
      · have hk' : k < n + 1 := by omega
        -- row `k` of the equation contains only the new amplitude
        have row := congrFun h ⟨k, hk'⟩
        rw [hamiltonian_apply, ih k (by omega) hk', mul_zero, add_zero, Pi.zero_apply] at row
        simp only [Matrix.mulVec, dotProduct] at row
        rw [Finset.sum_eq_single (⟨k + 1, hk⟩ : Fin (n + 1))] at row
        · exact (mul_eq_zero.mp row).resolve_left (hT.coupled _ _ rfl)
        · intro j _ hj
          rcases lt_or_ge j.val (k + 1) with hlt | hge
          · rw [show φ j = 0 from ih j.val hlt j.isLt, mul_zero]
          · have hne : j.val ≠ k + 1 := fun e => hj (Fin.ext e)
            have hgt : k + 1 < j.val := by omega
            rw [hT.band ⟨k, hk'⟩ j hgt, zero_mul]
        · intro hnot
          exact absurd (Finset.mem_univ _) hnot
  funext i
  exact key i.val i.isLt
```

Every admissible potential comes from a sign pattern, after replacing $\varphi$ by $-\varphi$ if necessary (`hset`). If two patterns gave the same $v$, the difference of their orbitals would be a zero-energy solution vanishing at site $0$, hence zero everywhere, and the patterns would agree (`hinj`). There are $2^n$ patterns.

```lean
/-- For a strictly positive density on a chain of `n + 1` sites, exactly `2 ^ n` potentials have
a real zero-energy orbital with that density. -/
theorem card_potentials (hT : IsChain T) (hρ : ∀ i, 0 < ρ i) :
    (potentials T ρ).ncard = 2 ^ n := by
  have hne : ∀ χ : Fin (n + 1) → ℝ, (∀ i, χ i ^ 2 = ρ i) → ∀ i, χ i ≠ 0 := by
    intro χ hχ i h
    have h1 := hχ i
    rw [h] at h1
    nlinarith [hρ i]
  have hsq : ∀ s i, orbital ρ s i ^ 2 = ρ i := by
    intro s i
    refine Fin.cases ?_ (fun j => ?_) i
    · exact Real.sq_sqrt (hρ 0).le
    · cases hs : s j <;> simp [orbital, hs, Real.sq_sqrt (hρ j.succ).le]
  -- every admissible potential comes from a sign pattern
  have hset : potentials T ρ = Set.range (fun s => inverted T (orbital ρ s)) := by
    ext v
    constructor
    · rintro ⟨φ, hφ, h⟩
      obtain ⟨χ, hχ, hχ0, h'⟩ : ∃ χ : Fin (n + 1) → ℝ,
          (∀ i, χ i ^ 2 = ρ i) ∧ 0 < χ 0 ∧ hamiltonian T v *ᵥ χ = 0 := by
        rcases lt_or_gt_of_ne (hne φ hφ 0) with hn | hp
        · exact ⟨-φ, fun i => by simp [hφ i], by simpa using hn,
            by rw [Matrix.mulVec_neg, h, neg_zero]⟩
        · exact ⟨φ, hφ, hp, h⟩
      have hs : orbital ρ (fun i => decide (0 < χ i.succ)) = χ := by
        funext i
        refine Fin.cases ?_ (fun j => ?_) i
        · change √(ρ 0) = χ 0
          rw [← hχ, Real.sqrt_sq hχ0.le]
        · change (if decide (0 < χ j.succ) = true then √(ρ j.succ) else -√(ρ j.succ)) = χ j.succ
          rw [← hχ, Real.sqrt_sq_eq_abs]
          by_cases hp : 0 < χ j.succ
          · simp [hp, abs_of_pos hp]
          · simp [hp, abs_of_nonpos (not_lt.mp hp)]
      refine ⟨fun i => decide (0 < χ i.succ), ?_⟩
      change inverted T (orbital ρ _) = v
      rw [hs]
      exact ((solves_iff (hne χ hχ)).1 h').symm
    · rintro ⟨s, rfl⟩
      exact ⟨orbital ρ s, hsq s, (solves_iff (hne _ (hsq s))).2 rfl⟩
  -- different sign patterns give different potentials
  have hinj : Function.Injective (fun s => inverted T (orbital ρ s)) := by
    intro s t hst
    have h1 := (solves_iff (T := T) (hne _ (hsq s))).2 rfl
    have h2 := (solves_iff (T := T) (hne _ (hsq t))).2 hst
    have h3 := eq_zero_of_edge hT (φ := orbital ρ s - orbital ρ t)
      (by rw [Matrix.mulVec_sub, h1, h2, sub_zero]) (by simp [orbital])
    funext i
    have h4 := congrFun (sub_eq_zero.mp h3) i.succ
    have hp := Real.sqrt_pos.mpr (hρ i.succ)
    cases hs : s i <;> cases ht : t i <;> simp [orbital, hs, ht] at h4 ⊢ <;> linarith
  rw [hset, ← Set.image_univ, Set.ncard_image_of_injective _ hinj, Set.ncard_univ,
    Nat.card_eq_fintype_card]
  simp
```

It is a mistake to read this as a count of potentials up to an additive constant. On two sites with $T_{00}=T_{11}=0$, $T_{01}=t$ and $\rho_0=\rho_1$, the two potentials are $(-t,-t)$ and $(t,t)$, which differ only by a constant.

## Energy as a sum over bonds

Write $x_i=\varphi_iy_i$ and use $v_i\varphi_i=-\sum_jT_{ij}\varphi_j$:

$$x\cdot H_vx=\sum_{i,j}T_{ij}\varphi_i\varphi_j\,(y_iy_j-y_i^2).$$

Exchanging $i$ and $j$ turns $y_i^2$ into $y_j^2$, because $T$ is symmetric. The average of the two forms is

$$x\cdot H_vx=-\tfrac12\sum_{i,j}T_{ij}\varphi_i\varphi_j\,(y_i-y_j)^2 .$$

In the proof, `hswap` is the exchange and `hadd` the sum of the two forms.

```lean
/-- Relative to a zero-energy orbital `φ` of a chain, the energy of `φ y` is a weighted sum over
bonds of squared differences of `y`. -/
theorem energy_eq_bonds (hT : IsChain T) (h : hamiltonian T v *ᵥ φ = 0)
    (y : Fin (n + 1) → ℝ) :
    (fun i => φ i * y i) ⬝ᵥ hamiltonian T v *ᵥ (fun i => φ i * y i) =
      -(1 / 2) * ∑ i, ∑ j, T i j * φ i * φ j * (y i - y j) ^ 2 := by
  have hv : ∀ i, v i * φ i = -∑ j, T i j * φ j := by
    intro i
    have hi := congrFun h i
    rw [hamiltonian_apply, Pi.zero_apply] at hi
    simp only [Matrix.mulVec, dotProduct] at hi
    linarith
  have hL : (fun i => φ i * y i) ⬝ᵥ hamiltonian T v *ᵥ (fun i => φ i * y i) =
      ∑ i, ∑ j, T i j * φ i * φ j * (y i * y j - y i ^ 2) := by
    rw [dotProduct]
    refine Finset.sum_congr rfl fun i _ => ?_
    rw [hamiltonian_apply]
    simp only [Matrix.mulVec, dotProduct]
    calc _ = φ i * y i * ∑ j, T i j * (φ j * y j) + φ i * y i ^ 2 * (v i * φ i) := by ring
      _ = _ := by
        rw [hv i, mul_neg, Finset.mul_sum, Finset.mul_sum, ← sub_eq_add_neg,
          ← Finset.sum_sub_distrib]
        exact Finset.sum_congr rfl fun j _ => by ring
  -- symmetry of `T` lets the two ends of a bond be exchanged
  have hswap : ∑ i, ∑ j, T i j * φ i * φ j * (y i * y j - y i ^ 2) =
      ∑ i, ∑ j, T i j * φ i * φ j * (y i * y j - y j ^ 2) := by
    rw [Finset.sum_comm]
    refine Finset.sum_congr rfl fun i _ => Finset.sum_congr rfl fun j _ => ?_
    rw [hT.symm j i]
    ring
  have hadd : ∑ i, ∑ j, T i j * φ i * φ j * (y i * y j - y i ^ 2) +
      ∑ i, ∑ j, T i j * φ i * φ j * (y i * y j - y j ^ 2) =
      -∑ i, ∑ j, T i j * φ i * φ j * (y i - y j) ^ 2 := by
    simp only [← Finset.sum_add_distrib, ← Finset.sum_neg_distrib]
    exact Finset.sum_congr rfl fun i _ => Finset.sum_congr rfl fun j _ => by ring
  linarith
```

## One ground-state potential

Choose signs $g_0=1$ and $g_{k+1}=-g_k$ if $T_{k,k+1}>0$, otherwise $g_{k+1}=g_k$. With $\varphi_i=g_i\sqrt{\rho_i}$, every bond has $T_{ij}\varphi_i\varphi_j\le0$. Putting $y_i=x_i/\varphi_i$ in the bond formula gives nonnegative energy for every $x$, so the inverted potential $u$ of $\varphi$ is a ground-state one.

Let $w$ be another, with orbital $\chi$ of the same density. Then

$$0\le\varphi\cdot H_w\varphi=\sum_i(w_i-u_i)\rho_i,\qquad 0\le\chi\cdot H_u\chi=\sum_i(u_i-w_i)\rho_i .$$

The right-hand sides are opposite, so both vanish. As $H_w$ is positive semidefinite, $\varphi\cdot H_w\varphi=0$ implies $H_w\varphi=0$ (`hker`), and inversion gives $w=u$. This is the Hohenberg–Kohn variational argument for a single particle; fixing the energy at zero removes the usual free constant.

```lean
/-- For a strictly positive density on a chain, exactly one potential both has a real zero-energy
orbital with that density and gives no real vector a negative energy. -/
theorem existsUnique_ground (hT : IsChain T) (hρ : ∀ i, 0 < ρ i) :
    ∃! v, v ∈ potentials T ρ ∧ IsGround T v := by
  -- signs that make every bond contribution favourable
  obtain ⟨g, hg1, hg⟩ : ∃ g : ℕ → ℝ, (∀ k, g k ^ 2 = 1) ∧
      ∀ i j : Fin (n + 1), i.val + 1 = j.val → T i j * (g i * g j) ≤ 0 := by
    let c : ℕ → ℝ := fun k =>
      if h : k + 1 < n + 1 then T ⟨k, by omega⟩ ⟨k + 1, h⟩ else 0
    let g : ℕ → ℝ := fun k => ∏ m ∈ Finset.range k, (if 0 < c m then (-1 : ℝ) else 1)
    have h1 : ∀ k, g k ^ 2 = 1 := by
      intro k
      change (∏ m ∈ Finset.range k, (if 0 < c m then (-1 : ℝ) else 1)) ^ 2 = 1
      rw [← Finset.prod_pow]
      refine Finset.prod_eq_one fun m _ => ?_
      split_ifs <;> norm_num
    refine ⟨g, h1, ?_⟩
    rintro ⟨i, hi⟩ ⟨j, hj⟩ hij
    change i + 1 = j at hij
    subst hij
    have hc : c i = T ⟨i, hi⟩ ⟨i + 1, hj⟩ := dif_pos hj
    have hs : g (i + 1) = g i * (if 0 < c i then (-1 : ℝ) else 1) :=
      Finset.prod_range_succ _ _
    change T ⟨i, hi⟩ ⟨i + 1, hj⟩ * (g i * g (i + 1)) ≤ 0
    rw [← hc, hs]
    split_ifs with hp
    · linear_combination hp.le - c i * h1 i
    · linear_combination (not_lt.mp hp) + c i * h1 i
  let φ : Fin (n + 1) → ℝ := fun i => g i * √(ρ i)
  have hφ : ∀ i, φ i ^ 2 = ρ i := by
    intro i
    change (g i * √(ρ i)) ^ 2 = ρ i
    rw [mul_pow, hg1, Real.sq_sqrt (hρ i).le, one_mul]
  have hne : ∀ i, φ i ≠ 0 := by
    intro i h
    have h1 := hφ i
    rw [h] at h1
    nlinarith [hρ i]
  have hsol : hamiltonian T (inverted T φ) *ᵥ φ = 0 := (solves_iff hne).2 rfl
  have hbond : ∀ i j : Fin (n + 1), i.val + 1 = j.val → T i j * φ i * φ j ≤ 0 := by
    intro i j hij
    have h1 := mul_nonneg (Real.sqrt_nonneg (ρ i)) (Real.sqrt_nonneg (ρ j))
    have h2 := mul_nonpos_of_nonpos_of_nonneg (hg i j hij) h1
    calc T i j * φ i * φ j = T i j * (g i * g j) * (√(ρ i) * √(ρ j)) := by
          simp only [φ]; ring
      _ ≤ 0 := h2
  refine ⟨inverted T φ, ⟨⟨φ, hφ, hsol⟩, ?_⟩, ?_⟩
  · intro x
    have hx : x = fun i => φ i * (x i / φ i) := by
      funext i
      rw [mul_div_cancel₀ _ (hne i)]
    rw [hx, energy_eq_bonds hT hsol]
    have hsum : ∑ i, ∑ j, T i j * φ i * φ j * (x i / φ i - x j / φ j) ^ 2 ≤ 0 := by
      refine Finset.sum_nonpos fun i _ => Finset.sum_nonpos fun j _ => ?_
      by_cases hij : i = j
      · subst hij
        simp
      · refine mul_nonpos_of_nonpos_of_nonneg ?_ (sq_nonneg _)
        have hv : i.val ≠ j.val := fun e => hij (Fin.ext e)
        rcases lt_or_gt_of_ne hv with hlt | hgt
        · rcases (show i.val + 1 = j.val ∨ i.val + 1 < j.val by omega) with h1 | h1
          · exact hbond i j h1
          · simp [hT.band i j h1]
        · rcases (show j.val + 1 = i.val ∨ j.val + 1 < i.val by omega) with h1 | h1
          · have h2 := hbond j i h1
            rw [hT.symm i j]
            linarith
          · simp [hT.symm i j, hT.band j i h1]
    linarith
  · -- the Hohenberg-Kohn variational argument
    rintro w ⟨⟨χ, hχ, hw⟩, hwg⟩
    have shift : ∀ (a b ψ : Fin (n + 1) → ℝ), hamiltonian T b *ᵥ ψ = 0 →
        ∀ i, (hamiltonian T a *ᵥ ψ) i = (a i - b i) * ψ i := by
      intro a b ψ h i
      have hi := congrFun h i
      rw [hamiltonian_apply, Pi.zero_apply] at hi
      rw [hamiltonian_apply]
      linarith
    have energy : ∀ (a b ψ : Fin (n + 1) → ℝ), (∀ i, ψ i ^ 2 = ρ i) →
        hamiltonian T b *ᵥ ψ = 0 →
        ψ ⬝ᵥ hamiltonian T a *ᵥ ψ = ∑ i, (a i - b i) * ρ i := by
      intro a b ψ hψ h
      rw [dotProduct]
      refine Finset.sum_congr rfl fun i _ => ?_
      rw [shift a b ψ h i, ← hψ i]
      ring
    have e1 := hwg φ
    rw [energy w _ φ hφ hsol] at e1
    have hherm : (hamiltonian T w).IsHermitian :=
      (Matrix.IsHermitian.ext fun i j => by simp [hT.symm j i]).add
        (Matrix.isHermitian_diagonal w)
    have hpsd : (hamiltonian T w).PosSemidef :=
      Matrix.PosSemidef.of_dotProduct_mulVec_nonneg hherm
        (fun x => by simpa only [star_trivial] using hwg x)
    have e2 : 0 ≤ χ ⬝ᵥ hamiltonian T (inverted T φ) *ᵥ χ := by
      have hx : χ = fun i => φ i * (χ i / φ i) := by
        funext i
        rw [mul_div_cancel₀ _ (hne i)]
      rw [hx, energy_eq_bonds hT hsol]
      have hsum : ∑ i, ∑ j, T i j * φ i * φ j * (χ i / φ i - χ j / φ j) ^ 2 ≤ 0 := by
        refine Finset.sum_nonpos fun i _ => Finset.sum_nonpos fun j _ => ?_
        by_cases hij : i = j
        · subst hij
          simp
        · refine mul_nonpos_of_nonpos_of_nonneg ?_ (sq_nonneg _)
          have hv : i.val ≠ j.val := fun e => hij (Fin.ext e)
          rcases lt_or_gt_of_ne hv with hlt | hgt
          · rcases (show i.val + 1 = j.val ∨ i.val + 1 < j.val by omega) with h1 | h1
            · exact hbond i j h1
            · simp [hT.band i j h1]
          · rcases (show j.val + 1 = i.val ∨ j.val + 1 < i.val by omega) with h1 | h1
            · have h2 := hbond j i h1
              rw [hT.symm i j]
              linarith
            · simp [hT.symm i j, hT.band j i h1]
      linarith
    rw [energy _ w χ hχ hw] at e2
    have hopp : ∑ i, (w i - inverted T φ i) * ρ i =
        -∑ i, (inverted T φ i - w i) * ρ i := by
      rw [← Finset.sum_neg_distrib]
      exact Finset.sum_congr rfl fun i _ => by ring
    have hzero : φ ⬝ᵥ hamiltonian T w *ᵥ φ = 0 := by
      rw [energy w _ φ hφ hsol]
      linarith
    have hker : hamiltonian T w *ᵥ φ = 0 :=
      (hpsd.dotProduct_mulVec_zero_iff φ).1 (by simpa only [star_trivial] using hzero)
    exact (solves_iff hne).1 hker
```

## The excited-state potentials

Removing $u$ leaves $2^n-1$ potentials for which $\rho$ is an excited-state density: none on one site, one on two sites, and at least three on longer chains. On three or more sites, a strictly positive density known to belong to an excited zero-energy orbital thus needs further data, such as the orbital's signs, to select a potential.

The count does not carry over to a continuous line. A lattice orbital can change sign between sites without vanishing on any of them, whereas a continuous real orbital that changes sign must pass through zero, where its density vanishes too. A strictly positive density on the line therefore leaves only the overall sign of a real orbital free.

```lean
/-- For a strictly positive density on a chain of `n + 1` sites, the potentials that have it as
the density of a zero-energy orbital lying above some negative energy number `2 ^ n - 1`. -/
theorem card_excited (hT : IsChain T) (hρ : ∀ i, 0 < ρ i) :
    {v | v ∈ potentials T ρ ∧ ¬ IsGround T v}.ncard + 1 = 2 ^ n := by
  obtain ⟨v₀, ⟨hv, hg⟩, huniq⟩ := existsUnique_ground hT hρ
  have hcard := card_potentials hT hρ
  have hfin : (potentials T ρ).Finite :=
    Set.finite_of_ncard_ne_zero (by rw [hcard]; positivity)
  have hset : {v | v ∈ potentials T ρ ∧ ¬ IsGround T v} = potentials T ρ \ {v₀} := by
    ext v
    constructor
    · rintro ⟨h1, h2⟩
      exact ⟨h1, fun e => h2 (by rw [Set.mem_singleton_iff.mp e]; exact hg)⟩
    · rintro ⟨h1, h2⟩
      exact ⟨h1, fun h3 => h2 (huniq v ⟨h1, h3⟩)⟩
  rw [hset, Set.ncard_sdiff_singleton_add_one hv hfin, hcard]

end

end ExcitedDensityChain
```

```lean
#print axioms ExcitedDensityChain.card_potentials
#print axioms ExcitedDensityChain.card_excited
```

```
'ExcitedDensityChain.card_potentials' depends on axioms: [propext, Classical.choice, Quot.sound]
'ExcitedDensityChain.card_excited' depends on axioms: [propext, Classical.choice, Quot.sound]
```
